# The trace of n(1 − n) for a DFT+U occupation matrix of size d lies between 0 and d/4 and vanishes exactly when n is idempotent

Take one localized orbital in a single spin channel, with occupation $n$ between 0 and 1. In the simplified rotationally invariant form of DFT+U, the penalty is then proportional to $n(1-n)=\tfrac14-(n-\tfrac12)^2$, which is zero for an empty or full orbital and reaches its maximum $\tfrac14$ at $n=\tfrac12$.

For $d$ orbitals of the same spin, $n$ becomes a Hermitian matrix with eigenvalues between 0 and 1, possibly with off-diagonal entries, and I expect
$$0\le \operatorname{tr} n(1-n)\le \frac d4,$$
with zero exactly when $n^2=n$. I would like to see this derived step by step without diagonalizing $n$, and checked by machine in Lean. Can the same be done for the full penalty and for the potential it produces?

## Two matrix identities give the bounds

Yes. Let $n$ be a complex $d\times d$ matrix with $n$ and $1-n$ both positive semidefinite, so that its eigenvalues lie between 0 and 1.

**Lower bound.** Since $n$ commutes with $1-n$, multiplying $n(1-n)$ by $1=n+(1-n)$ gives
$$n(1-n)=n(1-n)n+(1-n)n(1-n).$$
For any vector $v$, the first term has expectation value $(nv)^\dagger(1-n)(nv)\ge0$. With $w=(1-n)v$, the second has $w^\dagger n w\ge0$. So $n(1-n)$ is positive semidefinite and its trace is nonnegative.

**Zeros.** Write $P=n(1-n)$. If its trace vanishes, its nonnegative diagonal entries are all zero. Positivity gives $|P_{ij}|^2\le P_{ii}P_{jj}$, so $P=0$, which means $n=n^2$. Conversely, $n^2=n$ gives $n(1-n)=0$.

**Upper bound.** Put $A=n-\tfrac12$, where $\tfrac12$ stands for half the identity. Then $n(1-n)=(\tfrac12+A)(\tfrac12-A)=\tfrac14-A^2$. Because $A$ is Hermitian, $A_{ji}=A_{ij}^*$, and
$$\operatorname{tr} n(1-n)=\frac d4-\sum_{i,j}A_{ij}A_{ji}=\frac d4-\sum_{i,j}|A_{ij}|^2\le\frac d4.$$
Equality holds exactly when $A=0$, that is, $n=\tfrac12$.

**Penalty.** With a matrix $n_s$ for each spin channel $s$ and an interaction $U$, define
$$E_U=\frac U2\sum_s\operatorname{tr} n_s(1-n_s).$$
For $U>0$ and $N$ channels, summing the bounds gives $0\le E_U\le NUd/8$. A sum of nonnegative terms vanishes only if every term does, so $E_U=0$ exactly when every $n_s$ is idempotent.

**Potential.** Replace $n_s$ by $n_s+tX_s$, with $t$ real. Expanding and using $\operatorname{tr}X_sn_s=\operatorname{tr}n_sX_s$, the trace becomes
$$\operatorname{tr}n_s(1-n_s)+t\,(\operatorname{tr}X_s-2\operatorname{tr}n_sX_s)-t^2\operatorname{tr}X_s^2.$$
For Hermitian $n_s$ and $X_s$, the derivative at $t=0$ is therefore
$$\frac{dE_U}{dt}=\sum_s\operatorname{tr}V_sX_s,\qquad V_s=U(\tfrac12-n_s).$$
For $U>0$, this potential lowers a full orbital by $U/2$ and raises an empty one by $U/2$.

Here is the complete Lean file.

```lean
import Mathlib

open Matrix
open scoped ComplexOrder

namespace DFTPlusUPenalty

noncomputable section

variable {m S : Type*} [Fintype m] [DecidableEq m] [Fintype S]

/-- An occupation matrix of localized orbitals: both `n` and `1 - n` are positive
semidefinite. -/
def IsOccupation (n : Matrix m m ℂ) : Prop :=
  n.PosSemidef ∧ (1 - n).PosSemidef

/-- The idempotency defect, the real part of `tr n(1 - n)`. -/
def defect (n : Matrix m m ℂ) : ℝ := (trace (n * (1 - n))).re

/-- The DFT+U penalty: `U/2` times the sum of the idempotency defects of all spin channels. -/
def penalty (U : ℝ) (n : S → Matrix m m ℂ) : ℝ := U / 2 * ∑ s, defect (n s)

/-- The orbital potential `U(1/2 - n)` of one spin channel. -/
def potential (U : ℝ) (n : Matrix m m ℂ) : Matrix m m ℂ :=
  (U : ℂ) • ((1 / 2 : ℂ) • (1 : Matrix m m ℂ) - n)

/-- For a Hermitian matrix `n` the trace of `n(1 - n)` is real and equals the defect. -/
theorem defect_eq_trace {n : Matrix m m ℂ} (hn : n.IsHermitian) :
    (defect n : ℂ) = trace (n * (1 - n)) := by
  have hH : (n * (1 - n))ᴴ = n * (1 - n) := by
    rw [conjTranspose_mul, conjTranspose_sub, conjTranspose_one, hn.eq]
    noncomm_ring
  have h := trace_conjTranspose (n * (1 - n))
  rw [hH] at h
  exact Complex.conj_eq_iff_re.1 h.symm

/-- For a Hermitian matrix `n` of size `d`, the defect is `d/4` minus the sum of the squared
moduli of the entries of `n - 1/2`. -/
theorem defect_eq_sub_sum {n : Matrix m m ℂ} (hn : n.IsHermitian) :
    defect n = (Fintype.card m : ℝ) / 4
      - ∑ i, ∑ j, Complex.normSq ((n - (1 / 2 : ℂ) • (1 : Matrix m m ℂ)) i j) := by
  have hA : (n - (1 / 2 : ℂ) • (1 : Matrix m m ℂ)).IsHermitian := by
    unfold Matrix.IsHermitian
    rw [conjTranspose_sub, conjTranspose_smul, conjTranspose_one, hn.eq]
    simp
  -- complete the square
  have hsq : n * (1 - n) = (1 / 4 : ℂ) • (1 : Matrix m m ℂ)
      - (n - (1 / 2 : ℂ) • (1 : Matrix m m ℂ)) * (n - (1 / 2 : ℂ) • (1 : Matrix m m ℂ)) := by
    simp only [mul_sub, sub_mul, mul_one, one_mul, Matrix.smul_mul, Matrix.mul_smul]
    module
  have hc : ((1 / 4 : ℂ) * (Fintype.card m : ℂ)).re = (Fintype.card m : ℝ) / 4 := by
    rw [show (1 / 4 : ℂ) * (Fintype.card m : ℂ) = (((Fintype.card m : ℝ) / 4 : ℝ) : ℂ) by
      push_cast; ring, Complex.ofReal_re]
  unfold defect
  rw [hsq, trace_sub, trace_smul, trace_one, smul_eq_mul, Complex.sub_re, hc]
  congr 1
  generalize n - (1 / 2 : ℂ) • (1 : Matrix m m ℂ) = A at hA
  -- the trace of the square of a Hermitian matrix is its squared Frobenius norm
  simp only [trace, diag_apply, Matrix.mul_apply, Complex.re_sum]
  refine Finset.sum_congr rfl fun i _ => Finset.sum_congr rfl fun j _ => ?_
  have hij : A j i = (starRingEnd ℂ) (A i j) := (hA.apply j i).symm
  rw [hij, Complex.mul_conj, Complex.ofReal_re]

/-- For an occupation matrix `n`, the product `n(1 - n)` is positive semidefinite. -/
theorem posSemidef_mul_one_sub {n : Matrix m m ℂ} (hn : IsOccupation n) :
    (n * (1 - n)).PosSemidef := by
  have h1 := hn.2.conjTranspose_mul_mul_same n
  have h2 := hn.1.conjTranspose_mul_mul_same (1 - n)
  rw [hn.1.isHermitian.eq] at h1
  rw [hn.2.isHermitian.eq] at h2
  have h : n * (1 - n) = n * (1 - n) * n + (1 - n) * n * (1 - n) := by noncomm_ring
  rw [h]
  exact h1.add h2

/-- For an occupation matrix `n` of size `d`, the defect `tr n(1 - n)` lies between `0` and
`d/4`, and it vanishes if and only if `n` is idempotent. -/
theorem defect_bounds {n : Matrix m m ℂ} (hn : IsOccupation n) :
    0 ≤ defect n ∧ defect n ≤ (Fintype.card m : ℝ) / 4 ∧ (defect n = 0 ↔ n * n = n) := by
  have hP := posSemidef_mul_one_sub hn
  refine ⟨?_, ?_, ?_, ?_⟩
  · have h := (Complex.le_def.1 hP.trace_nonneg).1
    rw [Complex.zero_re] at h
    exact h
  · rw [defect_eq_sub_sum hn.1.isHermitian]
    exact sub_le_self _ (Finset.sum_nonneg fun i _ =>
      Finset.sum_nonneg fun j _ => Complex.normSq_nonneg _)
  · intro h
    -- a positive semidefinite matrix of zero trace is zero
    have ht : trace (n * (1 - n)) = 0 := by
      rw [← defect_eq_trace hn.1.isHermitian, h, Complex.ofReal_zero]
    have h0 := hP.trace_eq_zero_iff.1 ht
    rw [mul_sub, mul_one, sub_eq_zero] at h0
    exact h0.symm
  · intro h
    unfold defect
    rw [mul_sub, mul_one, h, sub_self, trace_zero, Complex.zero_re]

/-- A Hermitian matrix `n` of size `d` has defect `d/4` if and only if `n` is one half of the
identity. -/
theorem defect_eq_max_iff {n : Matrix m m ℂ} (hn : n.IsHermitian) :
    defect n = (Fintype.card m : ℝ) / 4 ↔ n = (1 / 2 : ℂ) • (1 : Matrix m m ℂ) := by
  rw [defect_eq_sub_sum hn, sub_eq_self]
  constructor
  · intro h
    rw [← sub_eq_zero]
    ext i j
    have hi := (Finset.sum_eq_zero_iff_of_nonneg fun i _ =>
      Finset.sum_nonneg fun j _ => Complex.normSq_nonneg _).1 h i (Finset.mem_univ i)
    have hj := (Finset.sum_eq_zero_iff_of_nonneg fun j _ =>
      Complex.normSq_nonneg _).1 hi j (Finset.mem_univ j)
    exact Complex.normSq_eq_zero.1 hj
  · intro h
    rw [h, sub_self]
    simp

omit [Fintype m] in
/-- One half of the identity is an occupation matrix. -/
theorem isOccupation_half_witness :
    IsOccupation ((1 / 2 : ℂ) • (1 : Matrix m m ℂ)) := by
  have h0 : (0 : ℂ) ≤ 1 / 2 := by
    rw [Complex.le_def]
    norm_num
  have h : ((1 / 2 : ℂ) • (1 : Matrix m m ℂ)).PosSemidef := PosSemidef.one.smul h0
  refine ⟨h, ?_⟩
  have e : (1 : Matrix m m ℂ) - (1 / 2 : ℂ) • (1 : Matrix m m ℂ)
      = (1 / 2 : ℂ) • (1 : Matrix m m ℂ) := by module
  rw [e]
  exact h

/-- For `U > 0` and an occupation matrix of size `d` in each spin channel, the DFT+U penalty lies
between `0` and `U d/8` per channel, and it vanishes if and only if every channel is idempotent. -/
theorem penalty_bounds {U : ℝ} (hU : 0 < U) {n : S → Matrix m m ℂ}
    (hn : ∀ s, IsOccupation (n s)) :
    0 ≤ penalty U n ∧ penalty U n ≤ Fintype.card S * (U * Fintype.card m / 8) ∧
      (penalty U n = 0 ↔ ∀ s, n s * n s = n s) := by
  have h0 : ∀ s ∈ Finset.univ, 0 ≤ defect (n s) := fun s _ => (defect_bounds (hn s)).1
  have hU2 : 0 < U / 2 := by positivity
  refine ⟨mul_nonneg hU2.le (Finset.sum_nonneg h0), ?_, ?_⟩
  · have h : ∑ s, defect (n s) ≤ ∑ _s : S, (Fintype.card m : ℝ) / 4 :=
      Finset.sum_le_sum fun s _ => (defect_bounds (hn s)).2.1
    rw [Finset.sum_const, Finset.card_univ, nsmul_eq_mul] at h
    have h' := mul_le_mul_of_nonneg_left h hU2.le
    unfold penalty
    linarith
  · unfold penalty
    rw [mul_eq_zero, or_iff_right hU2.ne', Finset.sum_eq_zero_iff_of_nonneg h0]
    exact ⟨fun h s => (defect_bounds (hn s)).2.2.1 (h s (Finset.mem_univ s)),
      fun h s _ => (defect_bounds (hn s)).2.2.2 (h s)⟩

/-- Along `n + tX` the defect is a polynomial of degree at most two in the real parameter `t`. -/
theorem defect_add_smul (n X : Matrix m m ℂ) (t : ℝ) :
    defect (n + (t : ℂ) • X) = defect n + t * ((trace X).re - 2 * (trace (n * X)).re)
      - t ^ 2 * (trace (X * X)).re := by
  have h : (n + (t : ℂ) • X) * (1 - (n + (t : ℂ) • X))
      = n * (1 - n) + (t : ℂ) • (X - n * X - X * n) - ((t : ℂ) * t) • (X * X) := by
    simp only [mul_sub, mul_add, add_mul, mul_one, Matrix.smul_mul, Matrix.mul_smul]
    module
  unfold defect
  rw [h]
  simp only [trace_sub, trace_add, trace_smul, trace_mul_comm X n, smul_eq_mul, Complex.add_re,
    Complex.sub_re, Complex.mul_re, Complex.mul_im, Complex.ofReal_re, Complex.ofReal_im]
  ring

/-- The derivative of the DFT+U penalty at `n` in the direction `X` is the sum over spin channels
of the real part of `tr VX`, with `V = U(1/2 - n)` the orbital potential of the channel. -/
theorem hasDerivAt_penalty (U : ℝ) (n X : S → Matrix m m ℂ) :
    HasDerivAt (fun t : ℝ => penalty U (fun s => n s + (t : ℂ) • X s))
      (∑ s, (trace (potential U (n s) * X s)).re) 0 := by
  have hs : ∀ s, HasDerivAt (fun t : ℝ => defect (n s + (t : ℂ) • X s))
      ((trace (X s)).re - 2 * (trace (n s * X s)).re) 0 := by
    intro s
    simp only [defect_add_smul]
    have h := (((hasDerivAt_id' (0 : ℝ)).mul_const
      ((trace (X s)).re - 2 * (trace (n s * X s)).re)).const_add (defect (n s))).fun_sub
      (((hasDerivAt_id' (0 : ℝ)).fun_pow 2).mul_const (trace (X s * X s)).re)
    exact h.congr_deriv (by simp)
  have hsum := (HasDerivAt.fun_sum (u := Finset.univ) fun s _ => hs s).const_mul (U / 2)
  refine hsum.congr_deriv ?_
  rw [Finset.mul_sum]
  refine Finset.sum_congr rfl fun s _ => ?_
  -- evaluate the trace against the potential
  have h2 : ((1 / 2 : ℂ) * trace (X s)).re = (trace (X s)).re / 2 := by
    rw [show (1 / 2 : ℂ) = ((1 / 2 : ℝ) : ℂ) by norm_num, Complex.re_ofReal_mul]
    ring
  simp only [potential, Matrix.smul_mul, Matrix.sub_mul, Matrix.one_mul, trace_smul, trace_sub,
    smul_eq_mul, Complex.re_ofReal_mul, Complex.sub_re, h2]
  ring

end

end DFTPlusUPenalty
```

```lean
#print axioms DFTPlusUPenalty.defect_eq_max_iff
#print axioms DFTPlusUPenalty.penalty_bounds
#print axioms DFTPlusUPenalty.hasDerivAt_penalty
```

```
'DFTPlusUPenalty.defect_eq_max_iff' depends on axioms: [propext, Classical.choice, Quot.sound]
'DFTPlusUPenalty.penalty_bounds' depends on axioms: [propext, Classical.choice, Quot.sound]
'DFTPlusUPenalty.hasDerivAt_penalty' depends on axioms: [propext, Classical.choice, Quot.sound]
```

## Orbitals, channels and the constant U in Lean

The finite type `m` labels the orbitals, and $d$ is `Fintype.card m`. The type `S` labels the spin channels; two elements give the usual up and down.

`IsOccupation n` says that `n` and `1 - n` are positive semidefinite, and `PosSemidef` includes hermiticity. Physically, this is the Pauli principle for orthonormal orbitals: no orbital, in any rotated basis, holds fewer than zero or more than one electron per spin. It is a hypothesis here, not derived from a many-electron state.

`defect n` is the real part of $\operatorname{tr}n(1-n)$. By `defect_eq_trace`, nothing is lost for Hermitian `n`, because the trace is already real.

The main statement is `defect_bounds`: both inequalities and the criterion `n * n = n`. Two further theorems settle the upper end. `defect_eq_max_iff` says that a Hermitian matrix reaches $d/4$ only at half the identity, and `isOccupation_half_witness` confirms that this matrix is an admissible occupation.

In `penalty`, the real number `U` stands for the effective on-site repulsion of the localized shell, often written $U-J$ with $J$ the exchange parameter. It is given, not computed, and is the same for all channels. The bounds in `penalty_bounds` assume `0 < U`; the derivative formula in `hasDerivAt_penalty` does not. That formula takes real parts and holds for arbitrary complex matrices, so the path $n_s+tX_s$ need not stay within the admissible occupations.

For electronic structure, this means that the simplified rotationally invariant DFT+U term, with a single fixed $U>0$ and collinear spins, penalizes fractional eigenvalues of the occupation matrix, not off-diagonal entries as such. Other forms of DFT+U, such as those with around-mean-field double counting or with an exchange parameter that does not enter only through $U-J$, have different energy expressions and are not covered. The model contains only this term: the rest of the density functional, self-consistency, nonorthogonal projectors and spin-mixing blocks are absent.

## From the identities to the checked proof

`posSemidef_mul_one_sub` carries out the lower-bound argument. `conjTranspose_mul_mul_same` supplies the positivity of each sandwiched product, `noncomm_ring` verifies the splitting identity, and `h1.add h2` adds the two terms.

`defect_eq_sub_sum` completes the square. The step `hsq` is $n(1-n)=\tfrac14-A^2$, and `hij` is $A_{ji}=A_{ij}^*$, which turns each product into a squared modulus.

`defect_bounds` combines these two results. The lower bound comes from `trace_nonneg`, the upper one from discarding a nonnegative sum, and idempotency from `trace_eq_zero_iff`, which says that a positive semidefinite matrix with zero trace is zero. For `defect_eq_max_iff`, a vanishing sum of squared moduli forces every entry of $A$ to vanish.

`penalty_bounds` sums over channels and uses $U/2>0$ to pass from a vanishing penalty to a vanishing defect in each channel.

`defect_add_smul` is the quadratic expansion in $t$, with `trace_mul_comm` providing the cyclic step. `hasDerivAt_penalty` differentiates that polynomial at zero, sums over channels, and rewrites the linear coefficient as the trace against `potential U (n s)`.
